# With positive coefficients, the two-loop running coupling diverges at a finite scale

A positive coupling α that obeys the two-loop flow equation

α′ = b0 α² + b1 α³, with b0 > 0 and b1 > 0,

cannot be continued past a finite value of t = ln(μ/μ₀), where μ is the energy scale, μ₀ a reference scale and the prime means d/dt. I know the argument: separate variables, integrate, and see that an infinite coupling is reached after a finite t. I would like to see it made rigorous and machine-checked, with an explicit bound on t and a proof that the flow really does get that far. Can this be done in Lean, and what does the result say for the QED values b0 = 2/(3π) and b1 = 1/(2π²)?

## Yes: the flow is a clock with a finite upper limit

### Integrating the equation by hand

For a coupling a > 0, define

F(a) = −1/(b0 a) + (b1/b0²) ln((b0 + b1 a)/a).

Differentiating the two terms gives

F′(a) = 1/(b0 a²) + (b1/b0²) [b1/(b0 + b1 a) − 1/a].

The bracket equals −b0/(a (b0 + b1 a)), so

F′(a) = 1/(b0 a²) − b1/(b0 a (b0 + b1 a)) = 1/(a² (b0 + b1 a)) = 1/(b0 a² + b1 a³).

Thus F is strictly increasing, and along a solution the chain rule gives

d/dt [F(α(t)) − t] = α′(t)/(b0 α(t)² + b1 α(t)³) − 1 = 0.

Hence F(α(t)) = F(α(0)) + t: the function F reads off the elapsed logarithmic scale from the coupling.

This clock has an upper limit. Write L = (b1/b0²) ln b1 and x = b0/(b1 a). Since (b0 + b1 a)/a = b1 (1 + x), the distance from F(a) to L is

τ(a) = L − F(a) = 1/(b0 a) − (b1/b0²) ln(1 + x).

For x > 0 we have 0 < ln(1 + x) < x, and (b1/b0²) x = 1/(b0 a). Therefore

0 < τ(a) < 1/(b0 a).

The right-hand side is the time at which the one-loop equation α′ = b0 α² diverges, so the two-loop term brings the divergence closer. If the flow exists on [0,T], then F(α(T)) < L gives

T = F(α(T)) − F(α(0)) < L − F(α(0)) = τ(α(0)).

The bound is sharp. Given a > 0 and 0 ≤ t < τ(a), the value F(a) + t lies below L. Because F(M) > L − 1/(b0 M), a large enough M has F(M) ≥ F(a) + t, and the intermediate value theorem yields a coupling α(t) with F(α(t)) = F(a) + t. Differentiating this inverse function gives α′ = 1/F′(α), which is the flow equation.

The coupling also diverges at the end. For any M > 0, F(M) < L, so once t exceeds F(M) − F(α(0)), which is less than τ(α(0)), monotonicity forces α(t) > M.

For QED, b1/b0² = 9/8 and b0/(b1 a) = 4π/(3a), hence

τ(a) = 3π/(2a) − (9/8) ln(1 + 4π/(3a)).

The corresponding energy scale is μ₀ exp(τ(a)).

### What counts as a flow in Lean

The file calls the right-hand side of the equation `beta`, the function F `rgTime`, and the remaining time τ `landauTime`. All couplings and scales are real numbers. The variable t is ln(μ/μ₀), the convention that goes with the QED coefficients above. In the docstrings a "scale" is a value of t, so scale zero means μ = μ₀, not zero energy.

`IsFlow b0 b1 α S` says that at every t in the set S the coupling is positive and has derivative `beta b0 b1 (α t)` within S. On [0,T] with T > 0, this means a one-sided derivative at each endpoint. The function α is defined on all of ℝ, but nothing is required of it outside S.

The central theorem, `flow_ends_before_landauTime`, takes b0 > 0, b1 > 0, T ≥ 0 and a flow on `Icc 0 T`, the closed interval [0,T]. It concludes that F(α(t)) − t equals F(α(0)) throughout and that T < τ(α(0)). In the smallest case, T = 0, the differential equation imposes nothing at the single point, and the bound reduces to τ(α(0)) > 0.

Two further theorems use `Ico`, the interval that includes 0 but excludes the Landau time. `exists_flow` supplies a flow there for every positive initial coupling, and `flow_diverges` says that any such flow tends to infinity as t approaches the Landau time from below. `landauTime_qed` is the closed formula for QED.

The coefficients are inputs. Physically, b0 stands for the screening of charge by one-loop vacuum polarisation, and b1 for the next correction, in which a photon is exchanged inside the loop. The QED values belong to the fine-structure constant α = e²/(4π), in units with ħ = c = ε₀ = 1, and describe one Dirac fermion of unit charge, well above its mass. The file does not derive them from diagrams, and it has no mass thresholds, no other couplings and no higher loops. For quantum electrodynamics the result therefore locates the Landau singularity of the truncated, one-coupling equation; it does not decide whether the full theory has one, since the truncation loses its justification as the coupling grows.

Positivity could have been required only at t = 0. On [0,T] this would describe the same solutions: while α is positive it increases, so it cannot come down to zero. The hypothesis would look weaker, at the price of an extra lemma before F could be used along the flow.

```lean
import Mathlib

open Set Filter Topology

namespace TwoLoopLandauPole

/-- The two-loop beta function `b0 a² + b1 a³` of a coupling `a`. -/
noncomputable def beta (b0 b1 a : ℝ) : ℝ := b0 * a ^ 2 + b1 * a ^ 3

/-- The function `F(a) = -1/(b0 a) + (b1/b0²) ln((b0 + b1 a)/a)` of the coupling. -/
noncomputable def rgTime (b0 b1 a : ℝ) : ℝ :=
  -1 / (b0 * a) + b1 / b0 ^ 2 * Real.log ((b0 + b1 * a) / a)

/-- The Landau time `(b1/b0²) ln b1 - F(a)` belonging to the initial coupling `a`. -/
noncomputable def landauTime (b0 b1 a : ℝ) : ℝ :=
  b1 / b0 ^ 2 * Real.log b1 - rgTime b0 b1 a

/-- `α` is a positive running coupling that solves the two-loop flow equation on the set `S`
of logarithmic scales. -/
def IsFlow (b0 b1 : ℝ) (α : ℝ → ℝ) (S : Set ℝ) : Prop :=
  ∀ t ∈ S, 0 < α t ∧ HasDerivWithinAt α (beta b0 b1 (α t)) S t

variable {b0 b1 : ℝ}

/-- The derivative of `F` is the reciprocal of the beta function. -/
theorem rgTime_hasDerivAt (h0 : 0 < b0) (h1 : 0 < b1) {a : ℝ} (ha : 0 < a) :
    HasDerivAt (rgTime b0 b1) (1 / beta b0 b1 a) a := by
  have hs : 0 < b0 + b1 * a := by positivity
  have e1 : HasDerivAt (fun x : ℝ => b0 * x) b0 a := by
    simpa using (hasDerivAt_id' a).const_mul b0
  have e2 : HasDerivAt (fun x : ℝ => b0 + b1 * x) b1 a := by
    simpa using ((hasDerivAt_id' a).const_mul b1).const_add b0
  have e3 := (hasDerivAt_const a (-1 : ℝ)).fun_div e1 (mul_pos h0 ha).ne'
  have e4 := (e2.fun_div (hasDerivAt_id' a) ha.ne').log (div_pos hs ha).ne'
  have e5 : HasDerivAt (rgTime b0 b1) _ a := e3.fun_add (e4.const_mul (b1 / b0 ^ 2))
  refine e5.congr_deriv ?_
  have hb : beta b0 b1 a = a ^ 2 * (b0 + b1 * a) := by unfold beta; ring
  rw [hb]
  field_simp
  ring

/-- `F` is strictly increasing on positive couplings. -/
theorem rgTime_strictMonoOn (h0 : 0 < b0) (h1 : 0 < b1) :
    StrictMonoOn (rgTime b0 b1) (Ioi 0) := by
  refine strictMonoOn_of_deriv_pos (convex_Ioi 0)
    (fun x hx => (rgTime_hasDerivAt h0 h1 hx).continuousAt.continuousWithinAt) ?_
  intro x hx
  rw [interior_Ioi] at hx
  have hx' : 0 < x := hx
  rw [(rgTime_hasDerivAt h0 h1 hx').deriv]
  unfold beta
  positivity

/-- The Landau time is positive and smaller than the one-loop value `1/(b0 a)`. -/
theorem landauTime_bounds (h0 : 0 < b0) (h1 : 0 < b1) {a : ℝ} (ha : 0 < a) :
    0 < landauTime b0 b1 a ∧ landauTime b0 b1 a < 1 / (b0 * a) := by
  have hx : 0 < b0 / (b1 * a) := by positivity
  have hs : (b0 + b1 * a) / a = b1 * (1 + b0 / (b1 * a)) := by
    field_simp
    ring
  have hl : Real.log ((b0 + b1 * a) / a)
      = Real.log b1 + Real.log (1 + b0 / (b1 * a)) := by
    rw [hs, Real.log_mul h1.ne' (by positivity)]
  -- the elementary bounds 0 < ln(1+x) < x
  have hp : 0 < Real.log (1 + b0 / (b1 * a)) := Real.log_pos (by linarith)
  have hu : Real.log (1 + b0 / (b1 * a)) < b0 / (b1 * a) := by
    have := Real.log_lt_sub_one_of_pos (by positivity : 0 < 1 + b0 / (b1 * a))
      (by intro h; linarith)
    linarith
  have hc : 0 < b1 / b0 ^ 2 := by positivity
  have hk : b1 / b0 ^ 2 * (b0 / (b1 * a)) = 1 / (b0 * a) := by field_simp
  have m1 := mul_pos hc hp
  have m2 := mul_lt_mul_of_pos_left hu hc
  rw [hk] at m2
  unfold landauTime rgTime
  rw [hl, mul_add, neg_div]
  constructor <;> linarith

/-- Along a two-loop flow on an interval of scales, `F(α(t)) - t` takes the same value at any
two scales. -/
theorem rgTime_conserved (h0 : 0 < b0) (h1 : 0 < b1) {α : ℝ → ℝ} {S : Set ℝ}
    (hS : Convex ℝ S) (h : IsFlow b0 b1 α S) {s t : ℝ} (hs : s ∈ S) (ht : t ∈ S) :
    rgTime b0 b1 (α t) - t = rgTime b0 b1 (α s) - s := by
  have key : ∀ x ∈ S, HasDerivWithinAt (fun u => rgTime b0 b1 (α u) - u)
      ((fun _ => (0 : ℝ)) x) S x := by
    intro x hx
    obtain ⟨hp, hd⟩ := h x hx
    have hb : beta b0 b1 (α x) ≠ 0 := by unfold beta; positivity
    have e : HasDerivWithinAt (fun u => rgTime b0 b1 (α u) - u) _ S x :=
      ((rgTime_hasDerivAt h0 h1 hp).comp_hasDerivWithinAt x hd).sub (hasDerivWithinAt_id x S)
    refine e.congr_deriv ?_
    show 1 / beta b0 b1 (α x) * beta b0 b1 (α x) - 1 = 0
    rw [one_div_mul_cancel hb, sub_self]
  have := hS.norm_image_sub_le_of_norm_hasDerivWithin_le (C := 0) key (by simp) hs ht
  rw [zero_mul, norm_le_zero_iff] at this
  exact sub_eq_zero.mp this

/-- For a two-loop flow on `[0,T]`, `F(α(t)) - t` is constant and `T` lies strictly below the
Landau time of the initial coupling. -/
theorem flow_ends_before_landauTime (h0 : 0 < b0) (h1 : 0 < b1) {α : ℝ → ℝ} {T : ℝ}
    (hT : 0 ≤ T) (h : IsFlow b0 b1 α (Icc 0 T)) :
    (∀ t ∈ Icc 0 T, rgTime b0 b1 (α t) - t = rgTime b0 b1 (α 0)) ∧
      T < landauTime b0 b1 (α 0) := by
  have hc : ∀ t ∈ Icc 0 T, rgTime b0 b1 (α t) - t = rgTime b0 b1 (α 0) := by
    intro t ht
    have := rgTime_conserved h0 h1 (convex_Icc 0 T) h (left_mem_Icc.2 hT) ht
    linarith
  refine ⟨hc, ?_⟩
  have hTm : T ∈ Icc 0 T := right_mem_Icc.2 hT
  have e := hc T hTm
  have b := (landauTime_bounds h0 h1 (h T hTm).1).1
  unfold landauTime at b ⊢
  linarith

/-- A two-loop flow that exists at all scales from zero up to the Landau time diverges there. -/
theorem flow_diverges (h0 : 0 < b0) (h1 : 0 < b1) {α : ℝ → ℝ} (hα : 0 < α 0)
    (h : IsFlow b0 b1 α (Ico 0 (landauTime b0 b1 (α 0)))) :
    Tendsto α (𝓝[<] (landauTime b0 b1 (α 0))) atTop := by
  have hpos := (landauTime_bounds h0 h1 hα).1
  rw [tendsto_atTop]
  intro M
  have hm : 0 < max M 1 := lt_max_of_lt_right one_pos
  have hlt : rgTime b0 b1 (max M 1) - rgTime b0 b1 (α 0) < landauTime b0 b1 (α 0) := by
    have := (landauTime_bounds h0 h1 hm).1
    unfold landauTime at this ⊢
    linarith
  -- close to the Landau time, F(α(t)) exceeds F(max M 1)
  filter_upwards [Ioo_mem_nhdsLT hpos, Ioo_mem_nhdsLT hlt] with t ht ht'
  have htS : t ∈ Ico 0 (landauTime b0 b1 (α 0)) := ⟨ht.1.le, ht.2⟩
  have e := rgTime_conserved h0 h1 (convex_Ico _ _) h (left_mem_Ico.2 hpos) htS
  have hF : rgTime b0 b1 (max M 1) < rgTime b0 b1 (α t) := by linarith [ht'.1]
  have := ((rgTime_strictMonoOn h0 h1).lt_iff_lt hm (h t htS).1).1 hF
  exact (le_max_left M 1).trans this.le

/-- For every positive initial coupling there is a two-loop flow at all scales from zero up to
the Landau time. -/
theorem exists_flow (h0 : 0 < b0) (h1 : 0 < b1) {a : ℝ} (ha : 0 < a) :
    ∃ α : ℝ → ℝ, α 0 = a ∧ IsFlow b0 b1 α (Ico 0 (landauTime b0 b1 a)) := by
  have mono := rgTime_strictMonoOn h0 h1
  have ha2 : 0 < a / 2 := by positivity
  have hlo : rgTime b0 b1 (a / 2) - rgTime b0 b1 a < 0 :=
    sub_neg.2 (mono ha2 ha (by linarith))
  -- F takes every value needed, by the intermediate value theorem
  have surj : ∀ s, rgTime b0 b1 (a / 2) - rgTime b0 b1 a < s → s < landauTime b0 b1 a →
      ∃ x, 0 < x ∧ rgTime b0 b1 x = rgTime b0 b1 a + s := by
    intro s hs1 hs2
    have hd : 0 < landauTime b0 b1 a - s := sub_pos.2 hs2
    obtain ⟨M, hMa, hMd⟩ : ∃ M, a ≤ M ∧ 1 / (b0 * (landauTime b0 b1 a - s)) ≤ M :=
      ⟨max a _, le_max_left _ _, le_max_right _ _⟩
    have hM : 0 < M := ha.trans_le hMa
    have hq : 1 / (b0 * M) ≤ landauTime b0 b1 a - s := by
      rw [div_le_iff₀ (by positivity)] at hMd ⊢
      linarith
    have hb := (landauTime_bounds h0 h1 hM).2
    have hy : rgTime b0 b1 a + s ≤ rgTime b0 b1 M := by
      unfold landauTime at hb hq
      linarith
    obtain ⟨x, hx, hxe⟩ := intermediate_value_Icc (by linarith : a / 2 ≤ M)
      (fun x hx => (rgTime_hasDerivAt h0 h1
        (ha2.trans_le hx.1)).continuousAt.continuousWithinAt)
      (⟨by linarith, hy⟩ : rgTime b0 b1 a + s ∈ Icc (rgTime b0 b1 (a / 2)) (rgTime b0 b1 M))
    exact ⟨x, ha2.trans_le hx.1, hxe⟩
  choose! g hg using surj
  refine ⟨g, ?_, ?_⟩
  · have h := hg 0 hlo (landauTime_bounds h0 h1 ha).1
    exact mono.injOn h.1 ha (by rw [h.2, add_zero])
  intro t ht
  have hgt := hg t (hlo.trans_le ht.1) ht.2
  have ev := Ioo_mem_nhds (hlo.trans_le ht.1) ht.2
  -- the inverse of F is continuous because F is strictly increasing
  have cont : ContinuousAt g t := by
    refine tendsto_order.2 ⟨fun c hc => ?_, fun c hc => ?_⟩
    · rcases le_or_gt c 0 with hc0 | hc0
      · filter_upwards [ev] with s hs
        exact hc0.trans_lt (hg s hs.1 hs.2).1
      · have hF := mono hc0 hgt.1 hc
        have hF' : rgTime b0 b1 c - rgTime b0 b1 a < t := by linarith [hgt.2]
        filter_upwards [ev, Ioi_mem_nhds hF'] with s hs hs'
        have k := hg s hs.1 hs.2
        exact (mono.lt_iff_lt hc0 k.1).1 (by linarith [k.2, mem_Ioi.1 hs'])
    · have hc0 : 0 < c := hgt.1.trans hc
      have hF := mono hgt.1 hc0 hc
      have hF' : t < rgTime b0 b1 c - rgTime b0 b1 a := by linarith [hgt.2]
      filter_upwards [ev, Iio_mem_nhds hF'] with s hs hs'
      have k := hg s hs.1 hs.2
      exact (mono.lt_iff_lt k.1 hc0).1 (by linarith [k.2, mem_Iio.1 hs'])
  have hb : 0 < beta b0 b1 (g t) := by
    have := hgt.1
    unfold beta
    positivity
  have inv : ∀ᶠ s in 𝓝 t, rgTime b0 b1 (g s) - rgTime b0 b1 a = s := by
    filter_upwards [ev] with s hs
    linarith [(hg s hs.1 hs.2).2]
  have d := HasDerivAt.of_local_left_inverse cont
    ((rgTime_hasDerivAt h0 h1 hgt.1).sub_const (rgTime b0 b1 a)) (one_div_pos.2 hb).ne' inv
  exact ⟨hgt.1, (d.congr_deriv (by simp)).hasDerivWithinAt⟩

/-- With the QED coefficients `b0 = 2/(3π)` and `b1 = 1/(2π²)`, the Landau time is
`3π/(2a) - (9/8) ln(1 + 4π/(3a))`. -/
theorem landauTime_qed {a : ℝ} (ha : 0 < a) :
    landauTime (2 / (3 * Real.pi)) (1 / (2 * Real.pi ^ 2)) a
      = 3 * Real.pi / (2 * a) - 9 / 8 * Real.log (1 + 4 * Real.pi / (3 * a)) := by
  have hpi := Real.pi_pos
  have hs : (2 / (3 * Real.pi) + 1 / (2 * Real.pi ^ 2) * a) / a
      = 1 / (2 * Real.pi ^ 2) * (1 + 4 * Real.pi / (3 * a)) := by
    field_simp
    ring
  have hc : 1 / (2 * Real.pi ^ 2) / (2 / (3 * Real.pi)) ^ 2 = 9 / 8 := by
    field_simp
    norm_num
  have hi : -1 / (2 / (3 * Real.pi) * a) = -(3 * Real.pi / (2 * a)) := by
    field_simp
  unfold landauTime rgTime
  rw [hs, Real.log_mul (by positivity) (by positivity), hc, hi]
  ring

end TwoLoopLandauPole
```
```lean
#print axioms TwoLoopLandauPole.flow_ends_before_landauTime
#print axioms TwoLoopLandauPole.flow_diverges
#print axioms TwoLoopLandauPole.exists_flow
#print axioms TwoLoopLandauPole.landauTime_qed
```

```
'TwoLoopLandauPole.flow_ends_before_landauTime' depends on axioms: [propext, Classical.choice, Quot.sound]
'TwoLoopLandauPole.flow_diverges' depends on axioms: [propext, Classical.choice, Quot.sound]
'TwoLoopLandauPole.exists_flow' depends on axioms: [propext, Classical.choice, Quot.sound]
'TwoLoopLandauPole.landauTime_qed' depends on axioms: [propext, Classical.choice, Quot.sound]
```

### How the lemmas follow the calculation

`rgTime_hasDerivAt` assembles the derivative of F from the quotient and logarithm rules. It then factors `beta` as a² (b0 + b1 a), and `field_simp` and `ring` carry out the algebra shown above. `rgTime_strictMonoOn` deduces strict monotonicity from the positive derivative.

`landauTime_bounds` splits the logarithm into ln b1 + ln(1 + x). The facts `hp` and `hu` are the two halves of 0 < ln(1 + x) < x. Multiplying them by b1/b0² gives the upper and lower bounds on τ respectively.

`rgTime_conserved` first shows that F(α(t)) − t has derivative zero within S. The mean value inequality on a convex set, with derivative bound `C := 0`, then makes any two of its values equal. Convexity is what makes S an interval without gaps; across a gap, the constant could change.

`flow_ends_before_landauTime` applies this conservation law between 0 and t. It then uses the positivity of the Landau time at the final coupling α(T), which is the inequality F(α(T)) < L, and `linarith` combines the two.

In `flow_diverges`, an arbitrary target M is replaced by `max M 1` so that F is evaluated at a positive coupling. For t close enough to the Landau time, conservation gives F(α(t)) > F(max M 1), and strict monotonicity turns this into α(t) > M.

`exists_flow` is the longest proof because it constructs the solution. Its steps are these:

- `surj` finds the required coupling by the intermediate value theorem on [a/2, M], where M is at least a and at least 1/(b0 (τ(a) − s)), with s the requested scale. Starting at a/2 allows slightly negative s too, so that t = 0 is an interior point.
- `choose!` collects these couplings into a function `g`, and injectivity of F gives g(0) = a.
- `cont` proves that `g` is continuous by comparing F-values on either side of g(t).
- `HasDerivAt.of_local_left_inverse` supplies the derivative of the inverse function, which simplifies to `beta b0 b1 (g t)`.

Finally, `landauTime_qed` substitutes the two coefficients, splits the logarithm as before and simplifies b1/b0² to 9/8.
